# For k > 0, the X₁ exceptional Laguerre operator has one polynomial eigenfunction, up to scale, in each degree n ≥ 1 and none in degree 0

To tabulate the polynomial eigenfunctions of the operator T below, start at degree 1, enter one polynomial per degree, and give the entry of degree n the eigenvalue n − 1. With x proportional to the square of the radius, such polynomials occur as factors in the bound states of a rationally extended radial oscillator, an exactly solvable one-particle model.

```lean
import Mathlib

open Polynomial

namespace ExceptionalLaguerre

noncomputable section
```

## The eigenvalue equation without denominators

There are many exceptional Laguerre operators, and they do not all omit the same degrees. The one treated here is called X₁. For a real parameter k > 0, it acts on functions on the half-line x > 0:

T y = −x y″ + ((x − k)/(x + k)) ((x + k + 1) y′ − y).

In Lean, `deriv` is the ordinary derivative of a real function.

```lean
/-- The exceptional Laguerre operator
`T y = -x y'' + ((x - k)/(x + k)) ((x + k + 1) y' - y)`, for `k > 0` on the half-line `x > 0`. -/
def exceptionalOp (k : ℝ) (f : ℝ → ℝ) (x : ℝ) : ℝ :=
  -x * deriv (deriv f) x + (x - k) / (x + k) * ((x + k + 1) * deriv f x - f x)
```

An eigenpolynomial is a nonzero real polynomial y, of type `ℝ[X]`, with T y = μ y at every x > 0 for a real μ.

```lean
/-- A nonzero polynomial `y` with `T y = μ y` at every point of the half-line `x > 0`. -/
def IsEigenpolynomial (k μ : ℝ) (y : ℝ[X]) : Prop :=
  y ≠ 0 ∧ ∀ x : ℝ, 0 < x → exceptionalOp k (fun t => y.eval t) x = μ * y.eval x
```

Multiplying T y − μ y by x + k gives the polynomial

R(y) = −x(x + k) y″ + (x − k)((x + k + 1) y′ − y) − μ(x + k) y.

```lean
/-- The polynomial `(x + k)(T y - μ y)`, written without denominators. -/
def residual (k μ : ℝ) (y : ℝ[X]) : ℝ[X] :=
  -X * (X + C k) * derivative (derivative y)
    + (X - C k) * ((X + C k + 1) * derivative y - y) - C μ * (X + C k) * y
```

The solutions will come from the classical Laguerre equation E(z) = 0, where

E(z) = x z″ + (k − x) z′ + μ z.

```lean
/-- The left side of the classical Laguerre equation, `x z'' + (k - x) z' + μ z`. -/
def laguerreEq (k μ : ℝ) (z : ℝ[X]) : ℝ[X] :=
  X * derivative (derivative z) + (C k - X) * derivative z + C μ * z
```

A first-order Darboux map D carries its solutions over:

D z = (x + k + 1) z − (x + k) z′.

```lean
/-- The Darboux map `z ↦ (x + k + 1) z - (x + k) z'`. -/
def darboux (k : ℝ) (z : ℝ[X]) : ℝ[X] :=
  (X + C k + 1) * z - (X + C k) * derivative z
```

For μ = m, a natural number, the classical solution has coefficients

a_j = ∏_{i<j} (i − m)/((i + 1)(i + k)), with a_0 = 1.

```lean
/-- The coefficient of `x ^ j` in the classical Laguerre polynomial of degree `m`,
normalised to value one at the origin, for `k > 0`. -/
def laguerreCoeff (k : ℝ) (m j : ℕ) : ℝ :=
  ∏ i ∈ Finset.range j, ((i : ℝ) - m) / (((i : ℝ) + 1) * ((i : ℝ) + k))
```

The polynomial itself is z_m = Σ_{j≤m} a_j xʲ. In the usual notation it is the associated Laguerre polynomial L_m^{(k−1)}, divided by its value at x = 0.

```lean
/-- The classical Laguerre polynomial with index `m`, for `k > 0`. -/
def laguerre (k : ℝ) (m : ℕ) : ℝ[X] :=
  ∑ j ∈ Finset.range (m + 1), C (laguerreCoeff k m j) * X ^ j
```

Two facts help in comparing coefficients. First, x p′ has coefficient n p_n at xⁿ, where p_n is that of p.

```lean
lemma coeff_X_mul_deriv (p : ℝ[X]) (n : ℕ) :
    (X * derivative p).coeff n = n * p.coeff n := by
  cases n with
  | zero => simp
  | succ n =>
    rw [coeff_X_mul, coeff_derivative]
    push_cast
    ring
```

Second, a_j is the coefficient of z_m for every j: beyond j = m the product contains the factor m − m = 0.

```lean
lemma coeff_laguerre (k : ℝ) (m j : ℕ) : (laguerre k m).coeff j = laguerreCoeff k m j := by
  rw [laguerre, finsetSum_coeff]
  simp only [coeff_C_mul, coeff_X_pow, mul_ite, mul_one, mul_zero, Finset.sum_ite_eq,
    Finset.mem_range]
  split_ifs with h
  · rfl
  · -- beyond degree `m` the product contains the factor `m - m`
    exact (Finset.prod_eq_zero (Finset.mem_range.mpr (by omega : m < j)) (by simp)).symm
```

For x > 0 the factor x + k is nonzero, so T y = μ y at x exactly when R(y) vanishes there. A polynomial vanishing on the whole half-line has infinitely many roots and is zero. The eigenvalue equation is therefore equivalent to R(y) = 0.

```lean
/-- On the half-line, the eigenvalue equation `T y = μ y` holds exactly when the
polynomial `(x + k)(T y - μ y)` vanishes identically. -/
theorem eigen_iff_residual {k : ℝ} (hk : 0 < k) (μ : ℝ) (y : ℝ[X]) :
    (∀ x : ℝ, 0 < x → exceptionalOp k (fun t => y.eval t) x = μ * y.eval x) ↔
      residual k μ y = 0 := by
  have hd (p : ℝ[X]) : deriv (fun t => p.eval t) = fun t => (derivative p).eval t :=
    funext fun t => (p.hasDerivAt t).deriv
  have key : ∀ x : ℝ, 0 < x → (residual k μ y).eval x =
      (x + k) * (exceptionalOp k (fun t => y.eval t) x - μ * y.eval x) := by
    intro x hx
    have hne : x + k ≠ 0 := by positivity
    have h : (x + k) * ((x - k) / (x + k)) = x - k := by field_simp
    simp only [exceptionalOp, hd, residual, eval_add, eval_sub, eval_mul, eval_neg, eval_X,
      eval_C, eval_one]
    linear_combination (-((x + k + 1) * (derivative y).eval x - y.eval x)) * h
  constructor
  · intro h
    -- a polynomial that vanishes on a half-line is zero
    apply eq_of_infinite_eval_eq
    refine (Set.Ioi_infinite (0 : ℝ)).mono ?_
    intro x hx
    change (residual k μ y).eval x = (0 : ℝ[X]).eval x
    rw [key x hx, h x hx, sub_self, mul_zero, eval_zero]
  · intro h x hx
    have h0 := key x hx
    rw [h, eval_zero] at h0
    have hne : x + k ≠ 0 := by positivity
    exact sub_eq_zero.mp ((mul_eq_zero.mp h0.symm).resolve_left hne)
```

## The degree fixes the eigenvalue

Let y be a nonzero solution of R(y) = 0, with degree n and leading coefficient b ≠ 0. At order xⁿ⁺¹ only x² y′, −x y and −μ x y contribute to R(y), so

(n − 1 − μ) b = 0, hence μ = n − 1.

Lean expands R(y), takes this coefficient and cancels b.

```lean
/-- The degree of a nonzero polynomial solution fixes its eigenvalue: `μ = deg y - 1`. -/
theorem eigenvalue_eq {k μ : ℝ} {y : ℝ[X]} (hy : y ≠ 0) (h : residual k μ y = 0) :
    μ = (y.natDegree : ℝ) - 1 := by
  have e : residual k μ y = -(X * (X * derivative (derivative y)))
      - C k * (X * derivative (derivative y)) + X * (X * derivative y) + X * derivative y
      - C k * (C k * derivative y) - C k * derivative y - X * y + C k * y
      - C μ * (X * y) - C μ * (C k * y) := by
    rw [residual]
    ring
  have h1 : y.coeff (y.natDegree + 1) = 0 := coeff_eq_zero_of_natDegree_lt (by omega)
  have h2 : y.coeff (y.natDegree + 1 + 1) = 0 := coeff_eq_zero_of_natDegree_lt (by omega)
  -- compare the coefficients one order above the degree
  have hc := congrArg (fun p : ℝ[X] => p.coeff (y.natDegree + 1)) (e.symm.trans h)
  simp only [coeff_add, coeff_sub, coeff_neg, coeff_C_mul, coeff_X_mul, coeff_X_mul_deriv,
    coeff_derivative, h1, h2, coeff_zero, mul_zero, zero_mul] at hc
  have hl : y.coeff y.natDegree ≠ 0 := leadingCoeff_ne_zero.mpr hy
  apply mul_right_cancel₀ hl
  linear_combination -hc
```

## Solutions from the classical equation

Write s = x + k and y = D z. Differentiating,

y′ = z + s z′ − s z″,
y″ = 2z′ + (s − 1) z″ − s z‴,
(s + 1) y′ − y = s[(s + 2) z′ − (s + 1) z″].

Every term of R(y) now contains s. Since E(z)′ = x z‴ + (1 + k − x) z″ + (μ − 1) z′, collecting derivatives of z gives

R(D z) = s[s E(z)′ − (s + 1) E(z)].

Lean expands the derivatives, and `ring` checks the identity.

```lean
/-- The Darboux map intertwines the classical Laguerre equation with the exceptional one. -/
theorem darboux_intertwines (k μ : ℝ) (z : ℝ[X]) :
    residual k μ (darboux k z) = (X + C k) *
      ((X + C k) * derivative (laguerreEq k μ z) - (X + C k + 1) * laguerreEq k μ z) := by
  simp only [residual, darboux, laguerreEq, derivative_add, derivative_sub, derivative_mul,
    derivative_X, derivative_C, derivative_one, derivative_zero]
  ring
```

For z_m, the coefficient of xʲ in E(z_m) is

(j + 1)(j + k) a_{j+1} − (j − m) a_j,

which is zero by the product formula. Thus E(z_m) = 0, and R(D z_m) = 0 with μ = m.

```lean
/-- The classical Laguerre polynomial solves `x z'' + (k - x) z' + m z = 0`. -/
theorem laguerre_solves {k : ℝ} (hk : 0 < k) (m : ℕ) : laguerreEq k m (laguerre k m) = 0 := by
  have e (z : ℝ[X]) : laguerreEq k m z = X * derivative (derivative z) + C k * derivative z
      - X * derivative z + C (m : ℝ) * z := by
    rw [laguerreEq]
    ring
  ext j
  have hne : ((j : ℝ) + 1) * ((j : ℝ) + k) ≠ 0 := by positivity
  -- the two-term recurrence of the coefficients
  have hrec : laguerreCoeff k m (j + 1) * (((j : ℝ) + 1) * ((j : ℝ) + k)) =
      laguerreCoeff k m j * ((j : ℝ) - m) := by
    simp only [laguerreCoeff, Finset.prod_range_succ]
    rw [mul_assoc, div_mul_cancel₀ _ hne]
  rw [e]
  simp only [coeff_add, coeff_sub, coeff_C_mul, coeff_X_mul_deriv, coeff_derivative,
    coeff_laguerre, coeff_zero]
  linear_combination hrec
```

For j ≥ m, a_{j+1} and a_{j+2} vanish, so the coefficient of xʲ⁺¹ in D z_m is a_j. It is nonzero at j = m, where every factor i − m has i < m, and zero for j > m. Hence D z_m has degree m + 1.

In the smallest case, m = 0, z_0 = 1 and D z_0 = x + k + 1. Its derivative is 1, so T gives zero: degree 1, eigenvalue 0.

```lean
/-- The Darboux image of the classical Laguerre polynomial of index `m` has degree `m + 1`. -/
theorem natDegree_darboux_laguerre {k : ℝ} (hk : 0 < k) (m : ℕ) :
    (darboux k (laguerre k m)).natDegree = m + 1 := by
  have hz : ∀ j, m < j → laguerreCoeff k m j = 0 := fun j hj =>
    Finset.prod_eq_zero (Finset.mem_range.mpr hj) (by simp)
  have e : darboux k (laguerre k m) = X * laguerre k m + C k * laguerre k m + laguerre k m
      - X * derivative (laguerre k m) - C k * derivative (laguerre k m) := by
    rw [darboux]
    ring
  have hc : ∀ j, m ≤ j →
      (darboux k (laguerre k m)).coeff (j + 1) = laguerreCoeff k m j := by
    intro j hj
    rw [e]
    simp only [coeff_add, coeff_sub, coeff_C_mul, coeff_X_mul, coeff_derivative,
      coeff_laguerre, hz (j + 1) (by omega), hz (j + 1 + 1) (by omega)]
    ring
  apply natDegree_eq_of_le_of_coeff_ne_zero
  · rw [natDegree_le_iff_coeff_eq_zero]
    intro N hN
    obtain ⟨j, rfl⟩ : ∃ j, N = j + 1 := ⟨N - 1, by omega⟩
    rw [hc j (by omega), hz j (by omega)]
  · rw [hc m le_rfl, laguerreCoeff, Finset.prod_ne_zero_iff]
    intro i hi
    have him : (i : ℝ) < m := by exact_mod_cast Finset.mem_range.mp hi
    exact div_ne_zero (sub_ne_zero.mpr him.ne) (by positivity)
```

## One solution per degree, and no constant

Let p and q be solutions of equal degree and eigenvalue, and let c be the ratio of their leading coefficients. By linearity R(q − c p) = 0. If q − c p were nonzero, its eigenvalue would force it to have the degree of p, but its coefficient at that order has been cancelled. So q = c p, with c ≠ 0.

```lean
/-- Two nonzero polynomial solutions of the same degree and eigenvalue are proportional. -/
theorem proportional {k μ : ℝ} {p q : ℝ[X]} (hp : p ≠ 0) (hq : q ≠ 0)
    (hpr : residual k μ p = 0) (hqr : residual k μ q = 0) (hd : q.natDegree = p.natDegree) :
    ∃ c : ℝ, c ≠ 0 ∧ q = C c * p := by
  have hl : p.coeff p.natDegree ≠ 0 := leadingCoeff_ne_zero.mpr hp
  have hlq : q.coeff p.natDegree ≠ 0 := hd ▸ leadingCoeff_ne_zero.mpr hq
  refine ⟨q.coeff p.natDegree / p.coeff p.natDegree, div_ne_zero hlq hl, ?_⟩
  generalize hcdef : q.coeff p.natDegree / p.coeff p.natDegree = c
  by_contra hne
  have hr : q - C c * p ≠ 0 := sub_ne_zero.mpr hne
  have hres : residual k μ (q - C c * p) = 0 := by
    have hlin : residual k μ (q - C c * p) = residual k μ q - C c * residual k μ p := by
      simp only [residual, derivative_sub, derivative_mul, derivative_C, zero_mul, zero_add]
      ring
    rw [hlin, hpr, hqr, mul_zero, sub_zero]
  -- the remainder would have the same degree, but its leading term was cancelled
  have hdeg : (q - C c * p).natDegree = p.natDegree := by
    have h1 := eigenvalue_eq hr hres
    have h2 := eigenvalue_eq hp hpr
    have h3 : ((q - C c * p).natDegree : ℝ) = p.natDegree := by linarith
    exact_mod_cast h3
  apply leadingCoeff_ne_zero.mpr hr
  rw [leadingCoeff, hdeg, coeff_sub, coeff_C_mul, ← hcdef, div_mul_cancel₀ _ hl, sub_self]
```

For n ≥ 1, the theorem states that there is an eigenpolynomial p of degree n with eigenvalue n − 1, and that any eigenpolynomial q of degree n, with no eigenvalue prescribed, has the same eigenvalue and is a nonzero multiple of p. The proof takes p = D z_m with m = n − 1.

A nonzero constant c would need μ = −1, yet then

R(c) = −(x − k)c + (x + k)c = 2kc ≠ 0.

Lean evaluates this at x = k. Despite its name, `exceptional_spectrum` classifies polynomial solutions only; orthogonality, completeness and the spectrum of a self-adjoint operator are not treated here.

```lean
/-- For `k > 0` and each `n ≥ 1` the operator `T` has, up to scale, exactly one eigenpolynomial
of degree `n`, with eigenvalue `n - 1`; no nonzero constant is an eigenfunction. -/
theorem exceptional_spectrum {k : ℝ} (hk : 0 < k) :
    (∀ n : ℕ, 1 ≤ n → ∃ p : ℝ[X], p.natDegree = n ∧ IsEigenpolynomial k ((n : ℝ) - 1) p ∧
      ∀ (q : ℝ[X]) (μ : ℝ), q.natDegree = n → IsEigenpolynomial k μ q →
        μ = (n : ℝ) - 1 ∧ ∃ c : ℝ, c ≠ 0 ∧ q = C c * p) ∧
    ∀ c : ℝ, c ≠ 0 → ∀ μ : ℝ, ¬ IsEigenpolynomial k μ (C c) := by
  constructor
  · intro n hn
    obtain ⟨m, rfl⟩ : ∃ m, n = m + 1 := ⟨n - 1, by omega⟩
    have hm : ((m + 1 : ℕ) : ℝ) - 1 = m := by
      push_cast
      ring
    have hdeg := natDegree_darboux_laguerre hk m
    have hp : darboux k (laguerre k m) ≠ 0 := by
      intro h
      rw [h, natDegree_zero] at hdeg
      omega
    have hres : residual k m (darboux k (laguerre k m)) = 0 := by
      rw [darboux_intertwines, laguerre_solves hk, derivative_zero, mul_zero, mul_zero,
        sub_zero, mul_zero]
    rw [hm]
    refine ⟨_, hdeg, ⟨hp, (eigen_iff_residual hk _ _).mpr hres⟩, ?_⟩
    intro q μ hqd hq
    have hqr := (eigen_iff_residual hk _ _).mp hq.2
    have hμ : μ = m := by rw [eigenvalue_eq hq.1 hqr, hqd, hm]
    rw [hμ] at hqr
    exact ⟨hμ, proportional hp hq.1 hres hqr (hqd.trans hdeg.symm)⟩
  · intro c hc μ h
    have hr := (eigen_iff_residual hk _ _).mp h.2
    have hμ := eigenvalue_eq h.1 hr
    rw [natDegree_C, Nat.cast_zero] at hμ
    -- at `x = k` only the eigenvalue term survives
    have he := congrArg (fun p : ℝ[X] => p.eval k) hr
    simp only [residual, derivative_C, derivative_zero, eval_add, eval_sub, eval_mul,
      eval_neg, eval_X, eval_C, eval_one, eval_zero] at he
    rw [hμ] at he
    have hkc : k * c = 0 := by linear_combination he / 2
    exact mul_ne_zero hk.ne' hc hkc

end

end ExceptionalLaguerre
```

```lean
#print axioms ExceptionalLaguerre.exceptional_spectrum
-- 'ExceptionalLaguerre.exceptional_spectrum' depends on axioms: [propext, Classical.choice, Quot.sound]
```
